# Scaling Law and Pressure for Classical Particles with a Nonnegative Homogeneous Potential

In a simulation of classical particles that repel each other through an inverse-power potential in a hard-walled cubic box, the pressure can be computed from the recorded mean potential energy, with no separate evaluation of forces. For N particles in d dimensions, in a box of volume V at inverse temperature β = 1/(k_B T), the relation is

P V = N/β + (n/d) ⟨U⟩.

Here P = −∂F/∂V is the pressure, F the free energy, U the potential energy and ⟨U⟩ its thermal average. The relation holds for every measurable U ≥ 0 that is multiplied by s^(−n) when all coordinates, measured from a fixed corner of the box, are multiplied by s > 0. It follows from a scaling law for the configuration integral, which trades a change of box size for a change of temperature.

```lean
import Mathlib

open MeasureTheory Topology
open scoped Pointwise

namespace StressByScaling

noncomputable section
```

## Particles, box and homogeneous energy

A configuration x is a list of Nd real coordinates. In Lean, `x (i, k)` is coordinate k of particle i, with both indices counted from zero.

```lean
/-- The coordinates of `N` particles in `d` dimensions. -/
abbrev Config (N d : ℕ) := Fin N × Fin d → ℝ
```

The box of side L confines every coordinate to the interval from 0 to L. Its walls are hard, and U itself does not depend on L.

```lean
variable {N d : ℕ} {U : Config N d → ℝ} {n L β : ℝ}

/-- The configurations with every coordinate between `0` and `L`. -/
def box (N d : ℕ) (L : ℝ) : Set (Config N d) := Set.Icc 0 (fun _ => L)
```

The condition on the energy is

U(s x) = s^(−n) U(x) for all s > 0.

The number n in `Homogeneous U n` is minus the textbook degree of homogeneity, so the Coulomb repulsion has n = 1. Any real n is allowed, including negative values.

```lean
/-- The potential energy is homogeneous of degree `-n` under dilations. -/
def Homogeneous (U : Config N d → ℝ) (n : ℝ) : Prop :=
  ∀ s : ℝ, 0 < s → ∀ x, U (s • x) = s ^ (-n) * U x
```

## Configuration integral, mean energy and free energy

The configuration integral is

Z(L, β) = ∫ exp(−β U(x)) dx, taken over the box.

The momentum integral and the factor 1/N! are left out. Neither depends on the volume, so the pressure is unaffected.

```lean
/-- The configurational partition function of a box of side `L` at inverse temperature `β`, when the
integral converges. -/
def partitionFn (U : Config N d → ℝ) (L β : ℝ) : ℝ :=
  ∫ x in box N d L, Real.exp (-(β * U x))
```

The thermal average weights U with the Boltzmann factor:

⟨U⟩ = (1/Z) ∫ U(x) exp(−β U(x)) dx.

```lean
/-- The thermal average of the potential energy, for a nonzero partition function and a convergent
energy integral. -/
def meanEnergy (U : Config N d → ℝ) (L β : ℝ) : ℝ :=
  (∫ x in box N d L, U x * Real.exp (-(β * U x))) / partitionFn U L β
```

The free energy is a function of the volume V = L^d:

F(V, β) = −(1/β) ln Z(V^(1/d), β).

```lean
/-- The configurational free energy at volume `V > 0`, for `d > 0`, `β ≠ 0` and a nonzero partition
function; the box has side `V ^ (1 / d)`. -/
def freeEnergy (U : Config N d → ℝ) (V β : ℝ) : ℝ :=
  -Real.log (partitionFn U (V ^ (1 / (d : ℝ))) β) / β
```

## Dilating the box and the integral

A point y lies in the dilated box exactly when y/s lies in the original one. For each coordinate,

0 ≤ y/s ≤ L is equivalent to 0 ≤ y ≤ sL.

The proof rewrites membership in this way and treats the two inequalities separately.

```lean
/-- A dilation by `s > 0` maps the box of side `L` onto the box of side `s L`. -/
theorem smul_box {s : ℝ} (hs : 0 < s) (L : ℝ) : s • box N d L = box N d (s * L) := by
  ext x
  rw [Set.mem_smul_set_iff_inv_smul_mem₀ hs.ne']
  simp only [box, Set.mem_Icc, Pi.le_def, Pi.zero_apply, Pi.smul_apply, smul_eq_mul]
  exact and_congr (forall_congr' fun i => mul_nonneg_iff_of_pos_left (inv_pos.mpr hs))
    (forall_congr' fun i => inv_mul_le_iff₀ hs)
```

Now substitute y = s x in the integral over the larger box. The volume element gives dy = s^(Nd) dx, and homogeneity gives s^n β U(s x) = β U(x). Therefore

Z(sL, s^n β) = s^(Nd) ∫ exp(−s^n β U(s x)) dx = s^(Nd) Z(L, β),

where the middle integral runs over the box of side L. In the proof, `e` is the cancellation in the exponent, and `Measure.setIntegral_comp_smul_of_pos` supplies the Jacobian. Homogeneity is the only assumption on U.

```lean
/-- Scaling law: for a homogeneous potential of degree `-n` and `s > 0`,
`Z(s L, s^n β) = s^(N d) Z(L, β)`. -/
theorem partitionFn_scaling (hU : Homogeneous U n) {s : ℝ} (hs : 0 < s) (L β : ℝ) :
    partitionFn U (s * L) (s ^ n * β) = s ^ (N * d) * partitionFn U L β := by
  -- dilating `x` by `s` and multiplying `β` by `s ^ n` leaves the Boltzmann exponent unchanged
  have e : ∀ x, s ^ n * β * U (s • x) = β * U x := fun x => by
    rw [hU s hs x, Real.rpow_neg hs.le]
    linear_combination (β * U x) * mul_inv_cancel₀ (Real.rpow_pos_of_pos hs n).ne'
  have h := Measure.setIntegral_comp_smul_of_pos volume
    (fun x : Config N d => Real.exp (-(s ^ n * β * U x))) (box N d L) hs
  simp only [e, smul_box hs, Module.finrank_fintype_fun_eq_card, Fintype.card_prod,
    Fintype.card_fin] at h
  unfold partitionFn
  rw [h, smul_eq_mul, mul_inv_cancel_left₀ (pow_pos hs _).ne']
```

Starting from the unit box at inverse temperature β/L^n and dilating by s = L gives

Z(L, β) / L^(Nd) = Z(1, β/L^n).

At fixed N, side and temperature thus enter the reduced integral only through β/L^n, and one series of temperatures at a single box size also describes the other sizes.

```lean
/-- For a homogeneous potential of degree `-n` and `L > 0`, the ratio `Z / L^(N d)` is a function
of `β / L^n` alone, namely the partition function of the unit box. -/
theorem partitionFn_reduced (hU : Homogeneous U n) (hL : 0 < L) (β : ℝ) :
    partitionFn U L β / L ^ (N * d) = partitionFn U 1 (β / L ^ n) := by
  have hn : L ^ n ≠ 0 := (Real.rpow_pos_of_pos hL n).ne'
  have hb : L ^ n * (β / L ^ n) = β := by field_simp
  have h := partitionFn_scaling hU hL 1 (β / L ^ n)
  rw [mul_one, hb] at h
  rw [h, mul_div_cancel_left₀ _ (pow_pos hL _).ne']
```

## Convergence and the temperature derivative

The pressure requires derivatives of ln Z, so Z must be finite and positive. The first ingredient is that the box has finite volume.

```lean
/-- The box has finite volume in configuration space. -/
instance finite_box (L : ℝ) : IsFiniteMeasure (volume.restrict (box N d L)) :=
  ⟨by rw [Measure.restrict_apply_univ]; exact isCompact_Icc.measure_lt_top⟩
```

Since U ≥ 0 and β ≥ 0, the Boltzmann factor satisfies

0 < exp(−β U(x)) ≤ 1.

The upper bound makes the integral converge. For L > 0 the box has nonzero volume, and a positive integrand then gives Z > 0. These are the two parts of the statement.

```lean
/-- For a measurable potential `U ≥ 0`, `β ≥ 0` and `L > 0`, the partition integral converges
and is positive. -/
theorem partitionFn_pos (hm : Measurable U) (h0 : ∀ x, 0 ≤ U x) (hL : 0 < L) (hβ : 0 ≤ β) :
    IntegrableOn (fun x => Real.exp (-(β * U x))) (box N d L) ∧ 0 < partitionFn U L β := by
  have hi : Integrable (fun x => Real.exp (-(β * U x))) (volume.restrict (box N d L)) := by
    refine Integrable.of_bound (by fun_prop) 1 (ae_of_all _ fun x => ?_)
    rw [Real.norm_of_nonneg (Real.exp_pos _).le, Real.exp_le_one_iff]
    linarith [mul_nonneg hβ (h0 x)]
  have hv : volume (box N d L) ≠ 0 := by
    rw [box, Real.volume_Icc_pi]
    exact Finset.prod_ne_zero_iff.mpr fun i _ => by simpa using hL
  have : NeZero (volume.restrict (box N d L)) :=
    ⟨fun h => hv (Measure.restrict_eq_zero.mp h)⟩
  exact ⟨hi, integral_exp_pos hi⟩
```

Differentiating under the integral gives

∂Z/∂β = −∫ U exp(−βU) dx, hence ∂ ln Z/∂β = −⟨U⟩.

The exchange of derivative and integral is justified by an integrable bound that holds for all inverse temperatures b near β. For b > β/2,

(β/2) U ≤ b U ≤ exp(b U), so U exp(−b U) ≤ 2/β.

This constant is integrable over the box. The proof obtains the second inequality from `Real.add_one_le_exp` and passes the bound to Mathlib's theorem on dominated differentiation. The same theorem shows that the energy integral converges.

```lean
/-- For a measurable potential `U ≥ 0`, `β > 0` and `L > 0`, the energy integral converges and
`∂ ln Z / ∂β = -⟨U⟩`. -/
theorem hasDerivAt_log_beta (hm : Measurable U) (h0 : ∀ x, 0 ≤ U x) (hL : 0 < L) (hβ : 0 < β) :
    IntegrableOn (fun x => U x * Real.exp (-(β * U x))) (box N d L) ∧
      HasDerivAt (fun b => Real.log (partitionFn U L b)) (-meanEnergy U L β) β := by
  obtain ⟨hi, hZ⟩ := partitionFn_pos hm h0 hL hβ.le
  have h := hasDerivAt_integral_of_dominated_loc_of_deriv_le
    (μ := volume.restrict (box N d L)) (F := fun b x => Real.exp (-(b * U x)))
    (F' := fun b x => -(U x * Real.exp (-(b * U x)))) (bound := fun _ => 2 / β)
    (Ioi_mem_nhds (half_lt_self hβ))
    (Filter.Eventually.of_forall fun b => by fun_prop) hi (by fun_prop)
    (ae_of_all _ fun x b hb => by
      -- `U exp(-b U)` is bounded uniformly for `b > β / 2`
      have hb' : β / 2 < b := hb
      rw [norm_neg, norm_mul, Real.norm_of_nonneg (h0 x),
        Real.norm_of_nonneg (Real.exp_pos _).le, Real.exp_neg, ← div_eq_mul_inv,
        div_le_div_iff₀ (Real.exp_pos _) hβ]
      linarith [Real.add_one_le_exp (b * U x), mul_le_mul_of_nonneg_right hb'.le (h0 x)])
    (integrable_const _)
    (ae_of_all _ fun x b _ =>
      (((hasDerivAt_id' b).mul_const (U x)).fun_neg.exp).congr_deriv (by ring))
  refine ⟨h.1.neg.congr (ae_of_all _ fun x => by simp), (h.2.log hZ.ne').congr_deriv ?_⟩
  rw [integral_neg, neg_div]
  rfl
```

## From temperature to box side

Let l > 0 be a side near L and set s = l/L. The scaling law, applied at inverse temperature s^(−n) β, gives

Z(l, β) = s^(Nd) Z(L, s^(−n) β),

ln Z(l, β) = Nd ln(l/L) + ln Z(L, (l/L)^(−n) β).

The side is now fixed on the right, and l enters only through a logarithm and a temperature. At l = L the inverse temperature (l/L)^(−n) β has derivative −nβ/L, so

∂ ln Z/∂L = Nd/L + (−⟨U⟩)(−nβ/L) = (Nd + nβ⟨U⟩)/L.

In the proof, `h3` differentiates the rescaled inverse temperature, `h4` applies the chain rule and `h5` adds the logarithmic term. The block after `filter_upwards` proves the displayed identity for all l > 0, which allows the derivative to be carried over to the original function.

```lean
/-- For a measurable homogeneous potential `U ≥ 0` of degree `-n`, `β > 0` and `L > 0`,
`L ∂ ln Z / ∂L = N d + n β ⟨U⟩`. -/
theorem hasDerivAt_log_side (hm : Measurable U) (h0 : ∀ x, 0 ≤ U x) (hU : Homogeneous U n)
    (hL : 0 < L) (hβ : 0 < β) :
    HasDerivAt (fun l => Real.log (partitionFn U l β))
      ((N * d + n * β * meanEnergy U L β) / L) L := by
  have hne : L / L ≠ 0 := by rw [div_self hL.ne']; exact one_ne_zero
  have hs : HasDerivAt (fun l : ℝ => l / L) (1 / L) L := (hasDerivAt_id' L).div_const L
  have h3 := (hs.rpow_const (p := -n) (Or.inl hne)).mul_const β
  have h4 := HasDerivAt.comp_of_eq L (hasDerivAt_log_beta hm h0 hL hβ).2 h3
    (by simp [hL.ne'])
  have h5 := ((hs.log hne).const_mul ((N : ℝ) * d)).fun_add h4
  refine (h5.congr_of_eventuallyEq ?_).congr_deriv ?_
  · -- a change of side is traded for a change of temperature
    filter_upwards [lt_mem_nhds hL] with l hl
    change Real.log (partitionFn U l β) = (N : ℝ) * d * Real.log (l / L) +
      Real.log (partitionFn U L ((l / L) ^ (-n) * β))
    have hp : 0 < l / L := div_pos hl hL
    have h := partitionFn_scaling hU hp L ((l / L) ^ (-n) * β)
    rw [div_mul_cancel₀ _ hL.ne', ← mul_assoc, ← Real.rpow_add hp, add_neg_cancel,
      Real.rpow_zero, one_mul] at h
    have hZ := (partitionFn_pos hm h0 hL (mul_pos (Real.rpow_pos_of_pos hp (-n)) hβ).le).2
    rw [h, Real.log_mul (pow_pos hp _).ne' hZ.ne', Real.log_pow, Nat.cast_mul]
  · rw [div_self hL.ne', Real.one_rpow]
    ring
```

## The pressure

With L = V^(1/d) one has dL/dV = L/(dV), where the d in the denominator is the dimension. At fixed β,

∂F/∂V = −(1/β) · (Nd + nβ⟨U⟩)/L · L/(dV) = −(N/β + (n/d)⟨U⟩)/V.

Since P = −∂F/∂V, this is the relation stated at the start. The Lean theorem says that F is differentiable at V with this derivative; P has no separate definition. The proof composes the previous result with the derivative of V^(1/d), and `field_simp` finishes the algebra.

```lean
/-- Stress theorem: for a measurable homogeneous potential `U ≥ 0` of degree `-n`, with `d`, `V`
and `β` positive, the pressure `P = -∂F/∂V` obeys `P V = N / β + (n / d) ⟨U⟩`. -/
theorem stress_theorem (hm : Measurable U) (h0 : ∀ x, 0 ≤ U x) (hU : Homogeneous U n)
    (hd : 0 < d) {V : ℝ} (hV : 0 < V) (hβ : 0 < β) :
    HasDerivAt (fun v => freeEnergy U v β)
      (-((N / β + n / d * meanEnergy U (V ^ (1 / (d : ℝ))) β) / V)) V := by
  have hL : 0 < V ^ (1 / (d : ℝ)) := Real.rpow_pos_of_pos hV _
  have hd' : (d : ℝ) ≠ 0 := Nat.cast_ne_zero.mpr hd.ne'
  have hr := Real.hasDerivAt_rpow_const (x := V) (p := 1 / (d : ℝ)) (Or.inl hV.ne')
  have h := ((HasDerivAt.comp_of_eq V (hasDerivAt_log_side hm h0 hU hL hβ) hr
    rfl).fun_neg).div_const β
  refine HasDerivAt.congr_deriv h ?_
  rw [Real.rpow_sub_one hV.ne']
  generalize meanEnergy U (V ^ (1 / (d : ℝ))) β = E
  generalize V ^ (1 / (d : ℝ)) = l at hL ⊢
  field_simp
```

Although the theorem is named after stress, it concerns uniform dilation only and therefore gives the scalar pressure. In general it does not determine the individual components of the stress tensor, which describe the response to stretching along one axis or to shear.

The theorem does not cover a periodic simulation cell. There the energy depends on the cell side through the periodic images, and for the same scaling argument it must scale as s^(−n) when coordinates and cell are dilated together.

## One particle in a uniform field

Take N = d = 1 and U(x) = |x|, the energy of a particle in a uniform field above a floor, in suitable units. Then U(s x) = s U(x), so n = −1, and

Z(L, β) = (1 − exp(−βL))/β.

At β = 1 and L = ln 2 ≈ 0.693 this gives Z = 1/2. Direct differentiation gives the pressure on the upper wall,

P = (1/β) ∂ ln Z/∂L = 1/(exp(βL) − 1) = 1,

so P V = ln 2. The mean energy is ⟨U⟩ = 1 − ln 2 ≈ 0.307, and the pressure relation gives the same value:

N/β + (n/d)⟨U⟩ = 1 − (1 − ln 2) = ln 2.

The scaling law with s = 2 can be checked as well: Z(2 ln 2, 1/2) = (1 − 1/2)/(1/2) = 1, which is twice Z(ln 2, 1).

## The inverse-power pair potential

The repulsion mentioned at the start depends on the distances

r_ij = √(Σ_k (x_ik − x_jk)²).

```lean
/-- The Euclidean distance between particles `i` and `j`. -/
def separation (x : Config N d) (i j : Fin N) : ℝ :=
  Real.sqrt (∑ k, (x (i, k) - x (j, k)) ^ 2)
```

The energy is the sum over pairs, with the coupling strength set to one:

U(x) = Σ_(i<j) r_ij^(−n).

The index set `Finset.Ioi i` contains the j > i, so each pair is counted once. For n > 0, Lean assigns a coincident pair the energy 0 where the physical value is infinite; for d > 0 such configurations have zero volume and change none of the integrals.

```lean
/-- The inverse-power pair potential, the sum of `r^(-n)` over all pairs, for configurations
in which no two particles coincide. -/
def inversePower (N d : ℕ) (n : ℝ) (x : Config N d) : ℝ :=
  ∑ i, ∑ j ∈ Finset.Ioi i, separation x i j ^ (-n)
```

Every term is nonnegative, and a dilation multiplies every distance by s:

U(s x) = Σ_(i<j) (s r_ij)^(−n) = s^(−n) U(x).

The proof treats measurability, sign and scaling in turn. In the last part, `h` is the scaling of the distances and `hp` the scaling of their powers. The potential therefore meets all the conditions that the pressure relation places on U.

```lean
/-- The inverse-power pair potential is measurable, nonnegative and homogeneous of
degree `-n`. -/
theorem inversePower_witness (N d : ℕ) (n : ℝ) :
    Measurable (inversePower N d n) ∧ (∀ x, 0 ≤ inversePower N d n x) ∧
      Homogeneous (inversePower N d n) n := by
  refine ⟨?_, fun x => ?_, fun s hs x => ?_⟩
  · unfold inversePower separation
    fun_prop
  · exact Finset.sum_nonneg fun i _ => Finset.sum_nonneg fun j _ =>
      Real.rpow_nonneg (Real.sqrt_nonneg _) _
  · -- all distances scale by the factor `s`
    have h : ∀ i j, separation (s • x) i j = s * separation x i j := fun i j => by
      simp only [separation, Pi.smul_apply, smul_eq_mul, ← mul_sub, mul_pow, ← Finset.mul_sum]
      rw [Real.sqrt_mul (sq_nonneg s), Real.sqrt_sq hs.le]
    have hp : ∀ i j, (s * separation x i j) ^ (-n) = s ^ (-n) * separation x i j ^ (-n) :=
      fun i j => Real.mul_rpow hs.le (Real.sqrt_nonneg _)
    simp only [inversePower, h, hp, Finset.mul_sum]

end

end StressByScaling
```

```lean
#print axioms StressByScaling.partitionFn_scaling
-- 'StressByScaling.partitionFn_scaling' depends on axioms: [propext, Classical.choice, Quot.sound]
#print axioms StressByScaling.partitionFn_reduced
-- 'StressByScaling.partitionFn_reduced' depends on axioms: [propext, Classical.choice, Quot.sound]
#print axioms StressByScaling.stress_theorem
-- 'StressByScaling.stress_theorem' depends on axioms: [propext, Classical.choice, Quot.sound]
```
